# The Keldysh rotation gives an upper triangular matrix exactly when time-ordered plus anti-time-ordered equals lesser plus greater

A contour Green's function has four components, each depending on two times, and before they can be rotated one must settle what kind of object a component is. Here it is an element of a ring $A$ in which multiplication need not commute. The product in $A$ stands for convolution over an intermediate time, and addition is pointwise addition of two-time functions. The relation between the four components enters as a hypothesis on ring elements, and is later derived from time ordering on a finite grid.

A component could also have been modelled as a complex number, its value at one fixed pair of times. The triangular form would survive that change, since it uses only sums and differences. The product rules below would lose their meaning, because multiplying values at a fixed pair of times is not convolution.

```lean
import Mathlib

open Matrix

namespace KeldyshRotation

noncomputable section

variable {A : Type*} [Ring A]
```

## Two branches and one rotation

The contour runs forward in time and then back. The rotation mixes the two branches with

$$M=\begin{pmatrix}1&-1\\1&1\end{pmatrix}.$$

Its entries are the ring elements $\pm1$, which commute with everything in $A$. Since the product is convolution, $1$ stands for a delta function in time and not for the constant function.

```lean
/-- The matrix `M` that mixes the forward and backward branches of the contour. -/
def branchMix (A : Type*) [Ring A] : Matrix (Fin 2) (Fin 2) A := !![1, -1; 1, 1]
```

An integral along the backward branch runs against the direction of time and picks up a minus sign. The matrix $\tau_3=\mathrm{diag}(1,-1)$ records it.

```lean
/-- The branch sign matrix `τ₃ = diag(1, -1)`. -/
def tau3 (A : Type*) [Ring A] : Matrix (Fin 2) (Fin 2) A := !![1, 0; 0, -1]
```

Write $T$ for the time-ordered component, $L$ for the lesser, $G$ for the greater and $\bar T$ (`Tb` in the code) for the anti-time-ordered one. The row gives the branch of the first time and the column that of the second, forward before backward:

$$X=\begin{pmatrix}T&L\\G&\bar T\end{pmatrix}.$$

```lean
/-- The contour Green's function with time-ordered, lesser, greater and anti-time-ordered
components `T`, `L`, `G`, `Tb`. -/
def contour (T L G Tb : A) : Matrix (Fin 2) (Fin 2) A := !![T, L; G, Tb]
```

The Keldysh rotation is

$$X\mapsto\tfrac12\,M\tau_3XM^{\mathsf T}.$$

The factor $\tfrac12$ is the reason for requiring `Algebra ℚ A`: elements of $A$ can then be multiplied by rational numbers. The transpose exchanges rows and columns of the $2\times2$ matrix and does nothing to the time arguments inside an entry.

```lean
/-- The Keldysh rotation `X ↦ (1/2) M τ₃ X Mᵀ`. -/
def rotate [Algebra ℚ A] (X : Matrix (Fin 2) (Fin 2) A) : Matrix (Fin 2) (Fin 2) A :=
  (1 / 2 : ℚ) • (branchMix A * tau3 A * X * (branchMix A)ᵀ)
```

## From four components to three

First multiply out with no relation assumed. The left factor is

$$M\tau_3=\begin{pmatrix}1&1\\1&-1\end{pmatrix},\qquad M\tau_3X=\begin{pmatrix}T+G&L+\bar T\\T-G&L-\bar T\end{pmatrix}.$$

Multiplying by $M^{\mathsf T}=\begin{pmatrix}1&1\\-1&1\end{pmatrix}$ from the right subtracts the second column from the first to give the new first column, and adds the two to give the new second column. Hence

$$\tfrac12M\tau_3XM^{\mathsf T}=\tfrac12\begin{pmatrix}T-L+G-\bar T&T+\bar T+L+G\\T+\bar T-L-G&T-G+L-\bar T\end{pmatrix}.$$

In the proof, `fin_cases` goes through the four entries, `simp` expands the products and `abel` reorders the sums.

```lean
/-- The rotated contour function for four arbitrary components. -/
theorem rotate_contour [Algebra ℚ A] (T L G Tb : A) :
    rotate (contour T L G Tb) = (1 / 2 : ℚ) •
      !![T - L + (G - Tb), T + Tb + (L + G); T + Tb - (L + G), T - G + (L - Tb)] := by
  unfold rotate
  congr 1
  ext i j
  fin_cases i <;> fin_cases j <;>
    simp [branchMix, tau3, contour, Matrix.mul_apply, Fin.sum_univ_two] <;> abel
```

Now assume $T+\bar T=L+G$. Physically, for two different times one of the two ordered functions equals the greater function and the other equals the lesser, so both sides contain the same two terms. At equal times the relation depends on the values assigned to the ordered functions, and the grid convention below is chosen so that it holds there too. Substituting $\bar T=L+G-T$ gives

$$\begin{aligned}
T-L+G-\bar T&=2(T-L),\\
T+\bar T+L+G&=2(L+G),\\
T+\bar T-L-G&=0,\\
T-G+L-\bar T&=2(T-G).
\end{aligned}$$

The prefactor cancels each 2, and the result is

$$\tfrac12M\tau_3XM^{\mathsf T}=\begin{pmatrix}T-L&L+G\\0&T-G\end{pmatrix}.$$

The diagonal holds the retarded component $T-L$ and the advanced component $T-G$; the upper right entry is the Keldysh component $L+G$. The proof makes the same substitution with `subst`, and `module` does the arithmetic with the rational prefactor.

```lean
/-- If `T + Tb = L + G`, the Keldysh rotation gives the triangular matrix with retarded
component `T - L`, Keldysh component `L + G` and advanced component `T - G`. -/
theorem rotate_triangular [Algebra ℚ A] (T L G Tb : A) (h : T + Tb = L + G) :
    rotate (contour T L G Tb) = !![T - L, L + G; 0, T - G] := by
  -- eliminate the redundant anti-time-ordered component
  have hTb : Tb = L + G - T := by rw [← h]; abel
  rw [rotate_contour]
  subst hTb
  ext i j
  fin_cases i <;> fin_cases j <;> simp <;> module
```

The relation is also necessary. The lower-left entry is $\tfrac12(T+\bar T-L-G)$. If it vanishes, multiplying by 2 gives $T+\bar T=L+G$. Lean numbers rows and columns from zero, so this entry is `1 0`.

```lean
/-- The lower-left component of the rotated function vanishes exactly when
`T + Tb = L + G`. -/
theorem rotate_lower_eq_zero_iff [Algebra ℚ A] (T L G Tb : A) :
    rotate (contour T L G Tb) 1 0 = 0 ↔ T + Tb = L + G := by
  have e : rotate (contour T L G Tb) 1 0 = (1 / 2 : ℚ) • (T + Tb - (L + G)) := by
    rw [rotate_contour]; rfl
  rw [e]
  constructor
  · intro h
    -- multiply by two to remove the prefactor
    have h2 : T + Tb - (L + G) = (2 : ℚ) • ((1 / 2 : ℚ) • (T + Tb - (L + G))) := by
      module
    rw [h, smul_zero] at h2
    exact sub_eq_zero.mp h2
  · intro h
    rw [h, sub_self, smul_zero]
```

## Products along the contour

Integrating over an intermediate point of the contour means summing over its branch, with the sign from $\tau_3$. The contour product of two functions $X$ and $Y$ is therefore $X\tau_3Y$. Since

$$M^{\mathsf T}M=\begin{pmatrix}1&1\\-1&1\end{pmatrix}\begin{pmatrix}1&-1\\1&1\end{pmatrix}=2\cdot\mathbb 1,$$

the product of two rotated functions is

$$\tfrac14\,M\tau_3X\,(M^{\mathsf T}M)\,\tau_3YM^{\mathsf T}=\tfrac12\,M\tau_3(X\tau_3Y)M^{\mathsf T},$$

which is the rotated contour product. After rotation the branch signs have gone and ordinary matrix multiplication remains. This holds for arbitrary $X$ and $Y$, whether or not their components satisfy the relation. In the proof, `h` is the identity for $M^{\mathsf T}M$ and `e` regroups the factors so that it can be inserted.

```lean
/-- The Keldysh rotation turns the contour product `X τ₃ Y` into the ordinary matrix
product of the rotated functions. -/
theorem rotate_contour_product [Algebra ℚ A] (X Y : Matrix (Fin 2) (Fin 2) A) :
    rotate (X * tau3 A * Y) = rotate X * rotate Y := by
  -- up to a factor two, the mixing matrix is orthogonal
  have h : (branchMix A)ᵀ * branchMix A = (2 : ℚ) • (1 : Matrix (Fin 2) (Fin 2) A) := by
    rw [two_smul]
    ext i j
    fin_cases i <;> fin_cases j <;>
      simp [branchMix, Matrix.mul_apply, Fin.sum_univ_two]
  have e : (branchMix A * tau3 A * X * (branchMix A)ᵀ) *
      (branchMix A * tau3 A * Y * (branchMix A)ᵀ) =
      branchMix A * tau3 A * X * ((branchMix A)ᵀ * branchMix A) *
        tau3 A * Y * (branchMix A)ᵀ := by
    simp only [mul_assoc]
  unfold rotate
  rw [smul_mul_assoc, mul_smul_comm, e, h]
  simp only [smul_mul_assoc, mul_smul_comm, mul_one, smul_smul, mul_assoc]
  norm_num
```

For a second contour function with components $T',L',G',\bar T'$, the upper right entry of the unrotated product is

$$TL'-L\bar T'.$$

If $T'+\bar T'=L'+G'$, then

$$TL'-L(L'+G'-T')=(T-L)L'+L(T'-G').$$

This is retarded times lesser plus lesser times advanced. Of the rules that carry Langreth's name, it is the one for the lesser component of a product of two factors. The order of the factors is kept throughout, as convolution requires, and `noncomm_ring` respects it. The calculation uses the relation for the second factor only; the first factor needs it as well if $T-L$ is to be the upper left entry of its rotated matrix.

```lean
/-- Langreth's rule: if the second factor satisfies `T' + Tb' = L' + G'`, the lesser component of
the contour product is `(T - L) * L' + L * (T' - G')`. -/
theorem langreth_lesser (T L G Tb T' L' G' Tb' : A) (h : T' + Tb' = L' + G') :
    (contour T L G Tb * tau3 A * contour T' L' G' Tb') 0 1 =
      (T - L) * L' + L * (T' - G') := by
  have hTb : Tb' = L' + G' - T' := by rw [← h]; abel
  subst hTb
  simp [contour, tau3, Matrix.mul_apply, Fin.sum_univ_two]
  noncomm_ring
```

## Time ordering supplies the relation

Take a linearly ordered index set `ι` for the grid points, and let $t,t'$ be two of them. A two-time function is a matrix with row $t$ and column $t'$, whose entries lie in a ring $R$. Given two such functions $x$ and $y$, define

$$\Theta[x,y](t,t')=\begin{cases}x(t,t')&t'<t,\\y(t,t')&\text{otherwise.}\end{cases}$$

This is `timeOrdered x y`. With greater function $g$ and lesser function $l$, the time-ordered function is $\Theta[g,l]$ and the anti-time-ordered one is $\Theta[l,g]$. At equal times the first takes the value of $l$ and the second that of $g$.

```lean
variable {ι R : Type*} [LinearOrder ι] [Ring R]

/-- The two-time function equal to `x` when the first time is later than the second, and
to `y` otherwise. -/
def timeOrdered (x y : Matrix ι ι R) : Matrix ι ι R :=
  Matrix.of fun t t' => if t' < t then x t t' else y t t'
```

For $t'<t$ the two functions add up to $g+l$, and otherwise to $l+g$. In both cases

$$\Theta[g,l]+\Theta[l,g]=l+g,$$

so the hypothesis of the triangular form holds for every choice of $g$ and $l$. The tactic `split_ifs` makes the same distinction of cases.

```lean
/-- On a time grid, the time-ordered and anti-time-ordered functions built from any greater
function `g` and lesser function `l` add up to `l + g`. -/
theorem contour_relation_witness (g l : Matrix ι ι R) :
    timeOrdered g l + timeOrdered l g = l + g := by
  ext t t'
  simp only [timeOrdered, Matrix.add_apply, Matrix.of_apply]
  split_ifs <;> abel
```

On a finite grid these matrices form a ring, with

$$(xy)(t,t')=\sum_{s}x(t,s)\,y(s,t').$$

This is discrete convolution without a time step. On a uniform grid the step can be absorbed by multiplying every two-time function by it. Subtracting case by case,

$$\Theta[g,l]-l=\Theta[g-l,0],\qquad\Theta[g,l]-g=\Theta[0,l-g].$$

The retarded component is thus $g-l$ for $t'<t$ and zero otherwise, while the advanced component is zero for $t'<t$ and $l-g$ otherwise. The equal-time value belongs entirely to the advanced component. In code that works on such a grid, this convention affects the diagonal of the matrices, and a symmetric choice would give different diagonal entries wherever $g$ and $l$ differ there.

The theorem takes $A$ to be the ring of these matrices. Its steps `hr` and `ha` are the two subtractions, and the triangular form does the rest.

```lean
/-- On a finite time grid, the rotated function has the causal part of `g - l` as retarded
component, `l + g` as Keldysh component, and the anticausal part of `l - g` as advanced
component. -/
theorem rotate_timeOrdered [Fintype ι] [Algebra ℚ R] (g l : Matrix ι ι R) :
    rotate (contour (timeOrdered g l) l g (timeOrdered l g)) =
      !![timeOrdered (g - l) 0, l + g; 0, timeOrdered 0 (l - g)] := by
  have hr : timeOrdered g l - l = timeOrdered (g - l) 0 := by
    ext t t'
    simp only [timeOrdered, Matrix.sub_apply, Matrix.of_apply, Matrix.zero_apply]
    split_ifs <;> simp
  have ha : timeOrdered g l - g = timeOrdered 0 (l - g) := by
    ext t t'
    simp only [timeOrdered, Matrix.sub_apply, Matrix.of_apply, Matrix.zero_apply]
    split_ifs <;> simp
  rw [rotate_triangular _ _ _ _ (contour_relation_witness g l), hr, ha]
```

## Lehmann weights for fermions

Consider a system with finitely many many-body eigenstates, labelled by $m$ and $n$, with energies $E_m$, in units where $\hbar=1$. Let $c$ annihilate a fermion in one fixed orbital, with matrix elements $c_{mn}=\langle m|c|n\rangle$. In the Heisenberg picture

$$\langle m|c(s)|n\rangle=e^{i(E_m-E_n)s}c_{mn}.$$

Both correlation functions will have the form

$$\Lambda_w(t,t')=-i\sum_{m,n}w_{mn}|c_{mn}|^2e^{i(E_m-E_n)(\tau(t)-\tau(t'))},$$

where $w$ is a set of real weights and $\tau(t)$ is the time at grid point $t$. The type `ι ↪o ℝ` makes $\tau$ strictly increasing; the spacing may vary.

```lean
variable {ν : Type*} [Fintype ν]

/-- The Lehmann sum `-i ∑ w_mn |c_mn|² exp(i (E_m - E_n)(t - t'))` on the time grid `τ`,
with energies `E`, matrix elements `c` and weights `w`. -/
def lehmann (τ : ι ↪o ℝ) (E : ν → ℝ) (c : Matrix ν ν ℂ) (w : ν → ν → ℝ) : Matrix ι ι ℂ :=
  Matrix.of fun t t' => -Complex.I * ∑ m, ∑ n, (w m n : ℂ) * (Complex.normSq (c m n) : ℂ) *
    Complex.exp (Complex.I * (((E m - E n) * (τ t - τ t') : ℝ) : ℂ))
```

Let the state be diagonal in the energy basis, with populations $p_m$. Inserting a complete set of states into the greater function gives

$$\begin{aligned}
g(t,t')&=-i\langle c(\tau(t))\,c^\dagger(\tau(t'))\rangle\\
&=-i\sum_{m,n}p_m|c_{mn}|^2e^{i(E_m-E_n)(\tau(t)-\tau(t'))}.
\end{aligned}$$

So the weights are $w_{mn}=p_m$.

```lean
/-- The fermionic greater function in Lehmann form, with populations `p`. -/
def greater (τ : ι ↪o ℝ) (E p : ν → ℝ) (c : Matrix ν ν ℂ) : Matrix ι ι ℂ :=
  lehmann τ E c fun m _ => p m
```

The lesser function has the operators in the other order and, for fermions, the opposite sign:

$$\begin{aligned}
l(t,t')&=i\langle c^\dagger(\tau(t'))\,c(\tau(t))\rangle\\
&=i\sum_{m,n}p_n|c_{mn}|^2e^{i(E_m-E_n)(\tau(t)-\tau(t'))}.
\end{aligned}$$

With the common prefactor $-i$, the weights are $w_{mn}=-p_n$. The code starts from these two sums as definitions. It takes $E$ and $p$ as arbitrary real functions and $c$ as an arbitrary complex matrix, so neither normalised populations nor anticommutation relations are required, and fermionic statistics enter through the sign of $-p_n$ alone.

```lean
/-- The fermionic lesser function in Lehmann form, with populations `p`. -/
def lesser (τ : ι ↪o ℝ) (E p : ν → ℝ) (c : Matrix ν ν ℂ) : Matrix ι ι ℂ :=
  lehmann τ E c fun _ n => -p n
```

The sum $\Lambda_w$ is linear in $w$, hence

$$g-l=\Lambda_{p_m+p_n},\qquad l+g=\Lambda_{p_m-p_n}.$$

Inserting both into the grid result gives

$$\begin{pmatrix}\Theta[\Lambda_{p_m+p_n},0]&\Lambda_{p_m-p_n}\\0&\Theta[0,-\Lambda_{p_m+p_n}]\end{pmatrix}.$$

The retarded and advanced components carry the sum of the two populations, with opposite signs, as expected from an anticommutator, and the Keldysh component carries their difference. The steps `h1`, `h2` and `h3` are the linearity statements, and the final rewriting inserts them.

```lean
/-- In Lehmann form the retarded component carries the weights `p_m + p_n`, the advanced component
the weights `-(p_m + p_n)`, and the Keldysh component the weights `p_m - p_n`. -/
theorem rotate_lehmann [Fintype ι] (τ : ι ↪o ℝ) (E p : ν → ℝ) (c : Matrix ν ν ℂ) :
    rotate (contour (timeOrdered (greater τ E p c) (lesser τ E p c)) (lesser τ E p c)
        (greater τ E p c) (timeOrdered (lesser τ E p c) (greater τ E p c))) =
      !![timeOrdered (lehmann τ E c fun m n => p m + p n) 0,
          lehmann τ E c fun m n => p m - p n;
        0, timeOrdered 0 (-lehmann τ E c fun m n => p m + p n)] := by
  -- the Lehmann sum is linear in its weights
  have h1 : greater τ E p c - lesser τ E p c = lehmann τ E c fun m n => p m + p n := by
    ext t t'
    simp only [greater, lesser, lehmann, Matrix.sub_apply, Matrix.of_apply,
      Complex.ofReal_add, Complex.ofReal_neg, add_mul, neg_mul, Finset.sum_add_distrib,
      Finset.sum_neg_distrib]
    ring
  have h2 : lesser τ E p c + greater τ E p c = lehmann τ E c fun m n => p m - p n := by
    ext t t'
    simp only [greater, lesser, lehmann, Matrix.add_apply, Matrix.of_apply, sub_eq_add_neg,
      Complex.ofReal_add, Complex.ofReal_neg, add_mul, neg_mul, Finset.sum_add_distrib,
      Finset.sum_neg_distrib]
    ring
  have h3 : lesser τ E p c - greater τ E p c = -lehmann τ E c fun m n => p m + p n := by
    rw [← h1, neg_sub]
  rw [rotate_timeOrdered, h1, h2, h3]

end

end KeldyshRotation
```

In nonequilibrium Green's function simulations that discretise time on a finite grid and replace time integrals by the plain sums used above, the theorems justify working with the retarded, advanced and Keldysh components and multiplying them as triangular matrices. For a Green's function it is enough to store $g$ and $l$, because time ordering builds all four contour components from them. A self-energy with an instantaneous part, such as the Hartree–Fock term, needs that part as well. The Lehmann formulas admit interactions through $E$ and $c$, but they describe a time-independent Hamiltonian with finitely many states. Continuous-time integrals lie outside the grid model, although the theorems for a general ring $A$ apply wherever the two-time functions belong to such a ring. An imaginary-time branch for initial correlations would need a larger contour matrix.

```lean
#print axioms KeldyshRotation.rotate_contour_product
-- 'KeldyshRotation.rotate_contour_product' depends on axioms: [propext, Classical.choice, Quot.sound]
#print axioms KeldyshRotation.langreth_lesser
-- 'KeldyshRotation.langreth_lesser' depends on axioms: [propext, Classical.choice, Quot.sound]
#print axioms KeldyshRotation.rotate_timeOrdered
-- 'KeldyshRotation.rotate_timeOrdered' depends on axioms: [propext, Classical.choice, Quot.sound]
#print axioms KeldyshRotation.rotate_lehmann
-- 'KeldyshRotation.rotate_lehmann' depends on axioms: [propext, Classical.choice, Quot.sound]
```
